# Normalized radial functions with energy derivative of norm at most v > 0 are orthogonal only at energies at least π/(2v) apart

The radial functions are modelled here as a curve of unit vectors u(ε) in an arbitrary real inner-product space, with the energy ε as parameter. In the APW and LAPW setting, u(ε) is the radial function inside one atomic sphere, for one angular momentum and a fixed potential, and the inner product is the radial integral over the sphere. The radial equation itself does not appear. What remains of it is a number v, an inverse energy, which bounds the norm of the energy derivative u'(ε). The bound is assumed, and for a given potential it has to be obtained separately.

In Lean 4 with Mathlib:

```lean
import Mathlib

open Set Filter Topology

namespace EnergyLinearizationRange

noncomputable section

variable {F : Type*} [NormedAddCommGroup F] [InnerProductSpace ℝ F]

/-- Radial functions `u ε`, normalized at every energy, whose energy derivative `u' ε`
exists and has norm at most `v` throughout the energy window `S`. -/
structure RadialFamily (S : Set ℝ) (v : ℝ) (u u' : ℝ → F) : Prop where
  norm_one : ∀ ε, ‖u ε‖ = 1
  hasDeriv : ∀ ε ∈ S, HasDerivAt u (u' ε) ε
  speed : ∀ ε ∈ S, ‖u' ε‖ ≤ v
```

In `RadialFamily S v u u'`, the set `S` is the energy window. The norm is one at every real energy, while the derivative and its bound are required only in `S`. `HasDerivAt` is a two-sided derivative, also at an edge of the window. Continuity of u' is not required.

The main theorem, `cos_le_overlap`, says that if S has no gaps, E and x lie in S and v|x − E| ≤ π, then

⟨u(x), u(E)⟩ ≥ cos(v|x − E|).

For a LAPW linearization energy E, this limits how quickly u(E) stops resembling the radial functions at other energies, in a fixed potential and given v. It does not estimate the error of the two-term expansion u(E) + (x − E)u'(E).

## Unit norm at every energy

Normalization removes the freedom to rescale u as the energy changes. Differentiating ⟨u, u⟩ = 1 gives 2⟨u, u'⟩ = 0, so the derivative is orthogonal to the function. The lemma `inner_energy_derivative` does the same: it differentiates the inner product, recognizes a constant function, and uses uniqueness of the derivative.

```lean
variable {S : Set ℝ} {v : ℝ} {u u' : ℝ → F}

/-- In the energy window, a normalized radial function is orthogonal to its energy
derivative. -/
theorem inner_energy_derivative (h : RadialFamily S v u u') {ε : ℝ} (hε : ε ∈ S) :
    inner ℝ (u ε) (u' ε) = 0 := by
  have h1 := (h.hasDeriv ε hε).inner ℝ (h.hasDeriv ε hε)
  have h2 : (fun t => inner ℝ (u t) (u t)) = fun _ => (1 : ℝ) := by
    funext t
    rw [real_inner_self_eq_norm_sq, h.norm_one]
    norm_num
  rw [h2] at h1
  have h3 := h1.unique (hasDerivAt_const ε (1 : ℝ))
  have h4 := real_inner_comm (u ε) (u' ε)
  linarith
```

Normalization also fixes how much of a unit vector e lies outside the direction of another unit vector p. With c = ⟨p, e⟩,

‖e − c p‖² = 1 − 2c² + c² = 1 − c².

```lean
/-- For unit vectors `p` and `e`, the part of `e` orthogonal to `p` has squared norm
one minus the squared overlap. -/
theorem norm_sq_residual {p e : F} (hp : ‖p‖ = 1) (he : ‖e‖ = 1) :
    ‖e - inner ℝ p e • p‖ ^ 2 = 1 - inner ℝ p e ^ 2 := by
  rw [norm_sub_sq_real, norm_smul, real_inner_smul_right, he, hp, Real.norm_eq_abs,
    mul_one, sq_abs, real_inner_comm p e]
  ring
```

Unit norm at the two energies E and x alone would not be enough. On the real line, u(ε) = 1 − vε with v > 0 has speed v and unit norm at 0 and 2/v, but the overlap there is −1, below cos 2.

## A derivative bounded by v

The bound says how fast the radial function may change shape. Fix e = u(E) and write c(t) = ⟨u(t), e⟩ for the overlap at energy t. Since u' is orthogonal to u, only the residual of e contributes to the slope:

c' = ⟨u', e⟩ = ⟨u', e − c u⟩.

Cauchy–Schwarz and ‖u'‖ ≤ v then give

c'² ≤ v²(1 − c²).

In `overlap_rate_sq_le`, `hd` is the replacement of e by its residual, `hcs` is Cauchy–Schwarz, and the `calc` block squares the estimate and inserts v.

```lean
/-- In the energy window, the squared rate of change of the overlap with a fixed unit
vector `e` is at most `v²` times one minus the squared overlap. -/
theorem overlap_rate_sq_le (h : RadialFamily S v u u') {ε : ℝ} (hε : ε ∈ S)
    {e : F} (he : ‖e‖ = 1) :
    inner ℝ (u' ε) e ^ 2 ≤ v ^ 2 * (1 - inner ℝ (u ε) e ^ 2) := by
  have h0 : inner ℝ (u' ε) (u ε) = 0 := by
    rw [real_inner_comm]
    exact inner_energy_derivative h hε
  have hn := norm_sq_residual (h.norm_one ε) he
  -- only the part of `e` orthogonal to `u ε` contributes
  have hd : inner ℝ (u' ε) (e - inner ℝ (u ε) e • u ε) = inner ℝ (u' ε) e := by
    rw [inner_sub_right, real_inner_smul_right, h0]
    ring
  have hcs := abs_real_inner_le_norm (u' ε) (e - inner ℝ (u ε) e • u ε)
  rw [hd] at hcs
  have hpos : 0 ≤ 1 - inner ℝ (u ε) e ^ 2 := by
    rw [← hn]
    exact sq_nonneg _
  calc inner ℝ (u' ε) e ^ 2 = |inner ℝ (u' ε) e| ^ 2 := (sq_abs _).symm
    _ ≤ (‖u' ε‖ * ‖e - inner ℝ (u ε) e • u ε‖) ^ 2 :=
        pow_le_pow_left₀ (abs_nonneg _) hcs 2
    _ = ‖u' ε‖ ^ 2 * (1 - inner ℝ (u ε) e ^ 2) := by rw [mul_pow, hn]
    _ ≤ v ^ 2 * (1 - inner ℝ (u ε) e ^ 2) :=
        mul_le_mul_of_nonneg_right
          (pow_le_pow_left₀ (norm_nonneg _) (h.speed ε hε) 2) hpos
```

A bound at the linearization energy alone does not suffice. A unit vector in the plane with angle v(ε − E) + a(ε − E)³, where v and a are positive, has speed v at E but becomes orthogonal to u(E) before the separation reaches π/(2v). Differentiability at all but one energy is not enough either, because u could jump there to an orthogonal function.

## A window without gaps

`S.OrdConnected` means that S contains every energy between any two of its members. The whole energy axis is allowed. The derivation follows the overlap all the way from E to x, so it needs the slope estimate at each energy between them; the proof obtains this membership from `hS.out hE hx`.

Take E ≤ x. The slope estimate suggests that the angle arccos c grows at a rate of at most v, but arccos has no finite derivative at c = 1, where the curve starts. A comparison with a slightly advanced cosine avoids this. For s > 0 let

φ(t) = s + (v + s)(t − E),

and suppose φ(x) ≤ π. At t = E the overlap is 1, which is at least cos s. If c(t) = cos φ(t) at some t with E ≤ t < x, then 0 < φ(t) < π, so sin φ(t) > 0 and

−c'(t) ≤ v sin φ(t) < (v + s) sin φ(t).

The right-hand side is the rate at which cos φ falls, so the overlap falls strictly more slowly at every contact.

This rules out a crossing. Since 0 < s ≤ π, the difference g = c − cos φ starts positive. If g were negative at some t₁ ≤ x, it would have a last zero t₀ before t₁ and be negative just after it, which requires g'(t₀) ≤ 0. The contact estimate gives g'(t₀) > 0. Hence c(x) ≥ cos φ(x).

```lean
/-- In a window without gaps, for `E ≤ x`, the overlap is at least a cosine with phase advanced by
`s > 0` and rate `v + s`, as long as the phase at `x` is at most `π`. -/
theorem shifted_cos_le_overlap (h : RadialFamily S v u u') (hS : S.OrdConnected)
    {E x s : ℝ} (hE : E ∈ S) (hx : x ∈ S) (hEx : E ≤ x) (hs : 0 < s)
    (hπ : s + (v + s) * (x - E) ≤ Real.pi) :
    Real.cos (s + (v + s) * (x - E)) ≤ inner ℝ (u x) (u E) := by
  have hv : 0 ≤ v := (norm_nonneg _).trans (h.speed E hE)
  have hder : ∀ t ∈ Icc E x, HasDerivAt (fun t => -inner ℝ (u t) (u E))
      (-inner ℝ (u' t) (u E)) t := by
    intro t ht
    have h1 := (h.hasDeriv t (hS.out hE hx ht)).inner ℝ (hasDerivAt_const t (u E))
    refine h1.fun_neg.congr_deriv ?_
    rw [inner_zero_right, zero_add]
  have hB : ∀ t, HasDerivAt (fun t => -Real.cos (s + (v + s) * (t - E)))
      ((v + s) * Real.sin (s + (v + s) * (t - E))) t := by
    intro t
    have h1 : HasDerivAt (fun t => s + (v + s) * (t - E)) (v + s) t :=
      ((((hasDerivAt_id' t).sub_const E).const_mul (v + s)).const_add s).congr_deriv
        (mul_one _)
    exact h1.cos.fun_neg.congr_deriv (by ring)
  have h0 : -inner ℝ (u E) (u E) ≤ -Real.cos (s + (v + s) * (E - E)) := by
    rw [real_inner_self_eq_norm_sq, h.norm_one]
    linarith [Real.cos_le_one (s + (v + s) * (E - E))]
  -- at a contact the overlap falls strictly more slowly than the cosine
  have hbound : ∀ t ∈ Ico E x,
      -inner ℝ (u t) (u E) = -Real.cos (s + (v + s) * (t - E)) →
      -inner ℝ (u' t) (u E) < (v + s) * Real.sin (s + (v + s) * (t - E)) := by
    intro t ht heq
    have hc := neg_injective heq
    have h1 : 0 ≤ (v + s) * (t - E) :=
      mul_nonneg (by linarith) (by linarith [ht.1])
    have h2 : (v + s) * (t - E) < (v + s) * (x - E) :=
      mul_lt_mul_of_pos_left (by linarith [ht.2]) (by linarith)
    have hsin : 0 < Real.sin (s + (v + s) * (t - E)) :=
      Real.sin_pos_of_pos_of_lt_pi (by linarith) (by linarith)
    have hr := overlap_rate_sq_le h (hS.out hE hx ⟨ht.1, ht.2.le⟩) (h.norm_one E)
    rw [hc, ← Real.sin_sq, ← mul_pow] at hr
    have ha := (abs_le_of_sq_le_sq' hr (mul_nonneg hv hsin.le)).1
    have hp := mul_pos hs hsin
    linarith
  have key := image_le_of_deriv_right_lt_deriv_boundary
    (fun t ht => (hder t ht).continuousAt.continuousWithinAt)
    (fun t ht => (hder t ⟨ht.1, ht.2.le⟩).hasDerivWithinAt) h0 hB hbound
    (right_mem_Icc.mpr hEx)
  exact neg_le_neg_iff.mp key
```

With a gap the conclusion can fail even for smooth u. Let u be constant near each of two separated intervals and turn through a right angle between them. On the union of the intervals v = 0 is a valid bound, yet functions from different intervals are orthogonal.

## Comparison only where the curves touch

The no-crossing argument is supplied by Mathlib's `image_le_of_deriv_right_lt_deriv_boundary`. It takes a function f, continuous on a closed interval and with a right derivative on the interval without its right end, and a differentiable boundary B. If f starts no higher than B, and f' < B' wherever f = B, then f ≤ B throughout. No relation between the slopes is needed away from contacts.

The theorem gives upper bounds, so the proof applies it to minus the overlap and minus the cosine. In the code, `h0` is the initial comparison and `hbound` the contact estimate.

The strict inequality explains both appearances of s. Without the initial phase s, the curves would touch at E with both slopes zero. Without the extra rate s, the slope estimate at a contact would give only −c' ≤ v sin φ, where the right-hand side is then the slope of the boundary, and not the strict inequality.

## A phase of at most π

The number v|x − E| is the largest angle through which u can have turned. Up to π, a larger angle means a smaller cosine; beyond π the cosine rises again and no longer serves as a lower bound. A plane vector rotating at rate v/2, with v > 0, also obeys the speed bound v, but at v|x − E| = 2π its overlap is −1 while the cosine is 1.

For v(x − E) < π, the condition φ(x) ≤ π holds for all small s > 0, and letting s tend to zero gives the cosine bound. At v(x − E) = π the claim is c ≥ −1, which is Cauchy–Schwarz. For x < E, exchange the two energies. The proof has the same three parts: `wlog` for the exchange, `hcs` for the endpoint, and `le_of_tendsto` for the limit.

```lean
/-- In a window without gaps, radial functions at energies with `v |x - E| ≤ π` have overlap at
least `cos (v |x - E|)`. -/
theorem cos_le_overlap (h : RadialFamily S v u u') (hS : S.OrdConnected)
    {E x : ℝ} (hE : E ∈ S) (hx : x ∈ S) (hπ : v * |x - E| ≤ Real.pi) :
    Real.cos (v * |x - E|) ≤ inner ℝ (u x) (u E) := by
  wlog hEx : E ≤ x generalizing E x
  · rw [abs_sub_comm, real_inner_comm]
    exact this hx hE (by rwa [abs_sub_comm]) (le_of_not_ge hEx)
  rw [abs_of_nonneg (sub_nonneg.mpr hEx)] at hπ ⊢
  rcases hπ.eq_or_lt with heq | hlt
  · -- at phase `π` the bound is the Cauchy-Schwarz inequality
    have hcs := abs_real_inner_le_norm (u x) (u E)
    rw [h.norm_one, h.norm_one, mul_one] at hcs
    rw [heq, Real.cos_pi]
    exact (abs_le.mp hcs).1
  · -- otherwise let the auxiliary shift tend to zero
    have hcont : Continuous (fun s : ℝ => s + (v + s) * (x - E)) := by fun_prop
    have hlim : Tendsto (fun s : ℝ => Real.cos (s + (v + s) * (x - E))) (𝓝 0)
        (𝓝 (Real.cos (0 + (v + 0) * (x - E)))) :=
      (Real.continuous_cos.comp hcont).tendsto 0
    rw [zero_add, add_zero] at hlim
    have hev : ∀ᶠ s in 𝓝 (0 : ℝ), s + (v + s) * (x - E) < Real.pi :=
      hcont.continuousAt.eventually_lt continuousAt_const (by simpa using hlt)
    refine le_of_tendsto (hlim.mono_left (nhdsWithin_le_nhds (s := Ioi 0))) ?_
    filter_upwards [hev.filter_mono nhdsWithin_le_nhds, self_mem_nhdsWithin] with s h1 h2
    exact shifted_cos_le_overlap h hS hE hx hEx (mem_Ioi.mp h2) h1.le
```

Orthogonality needs no separate phase condition. If v|x − E| were below π/2, the cosine would be positive and the overlap could not vanish. For v > 0, division by v gives |x − E| ≥ π/(2v); for v = 0 orthogonality is impossible.

```lean
/-- In a window without gaps, two radial functions can be orthogonal only if their
energy separation times `v` is at least `π / 2`. -/
theorem separation_of_orthogonal (h : RadialFamily S v u u') (hS : S.OrdConnected)
    {E x : ℝ} (hE : E ∈ S) (hx : x ∈ S) (horth : inner ℝ (u x) (u E) = 0) :
    Real.pi / 2 ≤ v * |x - E| := by
  by_contra hn
  have hlt := lt_of_not_ge hn
  have h0 : 0 ≤ v * |x - E| :=
    mul_nonneg ((norm_nonneg _).trans (h.speed E hE)) (abs_nonneg _)
  have hpi := Real.pi_pos
  have hcos := Real.cos_pos_of_mem_Ioo ⟨by linarith, hlt⟩
  have hmain := cos_le_overlap h hS hE hx (by linarith)
  linarith
```

For v|x − E| ≤ π/2 the cosine is nonnegative, so the overlap bound may be squared. With c = ⟨u(E), u(x)⟩, the part of u(x) missed by u(E) satisfies

‖u(x) − c u(E)‖² = 1 − c² ≤ sin²(v|x − E|).

Taking square roots gives the next theorem.

```lean
/-- In a window without gaps and for `v |x - E| ≤ π / 2`, the part of `u x` orthogonal to
the reference function `u E` has norm at most `sin (v |x - E|)`. -/
theorem residual_le_sin (h : RadialFamily S v u u') (hS : S.OrdConnected)
    {E x : ℝ} (hE : E ∈ S) (hx : x ∈ S) (hπ : v * |x - E| ≤ Real.pi / 2) :
    ‖u x - inner ℝ (u E) (u x) • u E‖ ≤ Real.sin (v * |x - E|) := by
  have h0 : 0 ≤ v * |x - E| :=
    mul_nonneg ((norm_nonneg _).trans (h.speed E hE)) (abs_nonneg _)
  have hpi := Real.pi_pos
  have hcos := Real.cos_nonneg_of_neg_pi_div_two_le_of_le (by linarith) hπ
  have hmain := cos_le_overlap h hS hE hx (by linarith)
  rw [real_inner_comm] at hmain
  have hsq := pow_le_pow_left₀ hcos hmain 2
  refine (abs_le_of_sq_le_sq' ?_ (Real.sin_nonneg_of_nonneg_of_le_pi h0 (by linarith))).2
  rw [norm_sq_residual (h.norm_one E) (h.norm_one x), Real.sin_sq]
  linarith
```

## A rotating vector that attains the bound

The complex plane, viewed as a real space, has inner product Re(z̄w). In it, the vector exp(ivε) has unit norm and derivative iv exp(ivε), of norm v when v ≥ 0. It therefore satisfies the hypotheses on the whole energy axis.

```lean
/-- A unit vector in the complex plane that rotates with energy at the rate `v`. -/
def rotor (v ε : ℝ) : ℂ := Complex.exp ((v * ε : ℝ) * Complex.I)

/-- For `v ≥ 0` the rotating unit vector is a normalized family on the whole energy axis,
with energy derivative bounded by `v`. -/
theorem rotor_witness {v : ℝ} (hv : 0 ≤ v) :
    RadialFamily univ v (rotor v) (fun ε => rotor v ε * (v * Complex.I)) where
  norm_one ε := Complex.norm_exp_ofReal_mul_I _
  hasDeriv ε _ := by
    have h1 : HasDerivAt (fun t : ℝ => ((v * t : ℝ) : ℂ)) (v : ℂ) ε := by
      have h2 := ((hasDerivAt_id' ε).const_mul v).ofReal_comp
      simpa using h2
    exact (h1.mul_const Complex.I).cexp
  speed ε _ := by
    have h1 : ‖rotor v ε‖ = 1 := Complex.norm_exp_ofReal_mul_I _
    rw [norm_mul, norm_mul, h1, Complex.norm_I, Complex.norm_real, Real.norm_eq_abs,
      abs_of_nonneg hv, one_mul, mul_one]
```

Its overlap at two energies is cos(vx)cos(vE) + sin(vx)sin(vE) = cos(v(x − E)), which equals cos(v|x − E|) because the cosine is even. The general bound is thus attained.

```lean
/-- The overlap of the rotating unit vector at two energies equals `cos (v |x - E|)`. -/
theorem rotor_overlap (v x E : ℝ) :
    inner ℝ (rotor v x) (rotor v E) = Real.cos (v * |x - E|) := by
  have hre : ∀ t, (rotor v t).re = Real.cos (v * t) :=
    fun t => Complex.exp_ofReal_mul_I_re _
  have him : ∀ t, (rotor v t).im = Real.sin (v * t) :=
    fun t => Complex.exp_ofReal_mul_I_im _
  have hc : Real.cos (v * |x - E|) = Real.cos (v * x - v * E) := by
    rcases abs_cases (x - E) with ⟨h, _⟩ | ⟨h, _⟩
    · rw [h, mul_sub]
    · rw [h, show v * -(x - E) = -(v * x - v * E) by ring, Real.cos_neg]
  rw [hc, Real.cos_sub]
  simp only [Complex.inner, Complex.mul_re, Complex.conj_re, Complex.conj_im, hre, him]
  ring
```

For v > 0, raising the energy by π/(2v) makes the overlap cos(π/2) = 0. The constant in the orthogonality range is therefore the best possible for unit-vector curves in general. The example does not come from a radial Schrödinger equation with a fixed potential: it stays in one plane, whereas the radial solutions at three different energies are linearly independent. How close such solutions can come to the bound is not settled here.

```lean
/-- For `v > 0` the rotating unit vector becomes orthogonal to its value at `E` when the
energy is raised by `π / (2 v)`. -/
theorem rotor_orthogonal {v : ℝ} (hv : 0 < v) (E : ℝ) :
    inner ℝ (rotor v (E + Real.pi / (2 * v))) (rotor v E) = 0 := by
  have hp : 0 < Real.pi / (2 * v) := div_pos Real.pi_pos (by linarith)
  have he : v * (Real.pi / (2 * v)) = Real.pi / 2 := by
    field_simp
  rw [rotor_overlap, add_sub_cancel_left, abs_of_pos hp, he, Real.cos_pi_div_two]

end

end EnergyLinearizationRange
```

```lean
#print axioms EnergyLinearizationRange.inner_energy_derivative
-- 'EnergyLinearizationRange.inner_energy_derivative' depends on axioms: [propext, Classical.choice, Quot.sound]
#print axioms EnergyLinearizationRange.separation_of_orthogonal
-- 'EnergyLinearizationRange.separation_of_orthogonal' depends on axioms: [propext, Classical.choice, Quot.sound]
#print axioms EnergyLinearizationRange.residual_le_sin
-- 'EnergyLinearizationRange.residual_le_sin' depends on axioms: [propext, Classical.choice, Quot.sound]
#print axioms EnergyLinearizationRange.rotor_orthogonal
-- 'EnergyLinearizationRange.rotor_orthogonal' depends on axioms: [propext, Classical.choice, Quot.sound]
```
